# A decaying exponential in three dimensions has finite radial moments of every non-negative integer order

The declaration `exponential_moment` says that, for real a > 0 and every natural number n, the function exp(−ar) rⁿ is integrable over three-dimensional Euclidean space, where r is the distance from the origin. In physical terms, an exponentially decaying radial weight has finite moments of every such order. The weight is not normalised, and the lemma asserts only that the integrals are finite, without giving their values. The proof reduces the claim to integrability on the half-line r > 0 with the volume factor r², and takes that from a Mathlib lemma on functions of the form x^s exp(−b x^p), with s = n + 2, p = 1 and b = a.

As first written in Lean, the proof fails:

```lean
import Mathlib

open MeasureTheory MvPolynomial

namespace ExponentialMoment

noncomputable section

/-- Three-dimensional Euclidean space, whose norm is the radius `r`. -/
abbrev Space := EuclideanSpace ℝ (Fin 3)

/-- For `a > 0` the exponential weight `exp(-a r)` has finite radial moments of every
order `n`. -/
theorem exponential_moment {a : ℝ} (ha : 0 < a) (n : ℕ) :
    Integrable fun x : Space => Real.exp (-a * ‖x‖) * ‖x‖ ^ n := by
  have hn : (-1 : ℝ) < (n : ℝ) + 2 := by
    have : (0 : ℝ) ≤ n := Nat.cast_nonneg n
    linarith
  have h := integrableOn_rpow_mul_exp_neg_mul_rpow (p := 1) hn le_rfl ha
  -- pass to the radial integral with volume element `r^2 dr`
  refine (integrable_fun_norm_addHaar (μ := (volume : Measure Space))
    (f := fun r : ℝ => Real.exp (-a * r) * r ^ n)).mpr ?_
  refine h.congr_fun (fun y _ => ?_) measurableSet_Ioi
  have e : y ^ ((n : ℝ) + 2) = y ^ (n + 2) := by
    rw [← Real.rpow_natCast, Nat.cast_add, Nat.cast_ofNat]
  simp only [Real.rpow_one, finrank_euclideanSpace_fin, smul_eq_mul, e, Nat.reduceSub]
  ring

end

end ExponentialMoment
```

Messages:

```
Main.lean:19:63: error: Application type mismatch: The argument
  le_rfl
has type
  ?m.73 ≤ ?m.73
but is expected to have type
  0 < 1
in the application
  integrableOn_rpow_mul_exp_neg_mul_rpow hn le_rfl
```

Cause. The single message concerns the second explicit argument of `integrableOn_rpow_mul_exp_neg_mul_rpow`. The lemma requires the exponent p inside the exponential to be strictly positive, and since the proof sets `p := 1`, Lean expects a proof of `0 < 1` there. The file supplies `le_rfl`, which proves only that a quantity is less than or equal to itself. That would suit a hypothesis such as `1 ≤ p` at p = 1, but here the two sides are different real numbers and the inequality is strict, so Lean cannot match the types.

The diff replaces `le_rfl` with `one_pos`, which states exactly that `0 < 1`. The application then typechecks, and the rest of the proof stands unchanged.

The repair, with which the file compiles:

```diff
@@ -17,5 +17,5 @@
     have : (0 : ℝ) ≤ n := Nat.cast_nonneg n
     linarith
-  have h := integrableOn_rpow_mul_exp_neg_mul_rpow (p := 1) hn le_rfl ha
+  have h := integrableOn_rpow_mul_exp_neg_mul_rpow (p := 1) hn one_pos ha
   -- pass to the radial integral with volume element `r^2 dr`
   refine (integrable_fun_norm_addHaar (μ := (volume : Measure Space))
```
